# Newton's method for the quasiparticle equation w = −1 + 7/(w + 3) + 1/(4w) converges to the solution w = 1 from any start between 0 and 2

The model is a quasiparticle equation on the real energy axis, with bare level −1 and a correlation self-energy Σ(w) = 7/(w + 3) + 1/(4w) that has just two poles. The failing declaration, `newton_from_nearby`, states that the Newton iterates for w = −1 + Σ(w) tend to the solution w = 1 whenever the starting energy satisfies 0 < w < 2. The proof uses an earlier lemma: from any positive energy w, one Newton update lands at or below 1, with an error of at most (1 − w)². After the first update the error therefore lies in [0, 1), and each later error is at most the square of the one before, which forces the errors to zero.

An attempt in Lean 4 with a fault in it:

```lean
import Mathlib

open Filter Topology

namespace NewtonFromNearby

noncomputable section

/-- A correlation self-energy with two poles, at `-3` and `0`. Lean also assigns it values at these
two points, which carry no physical meaning. -/
def selfEnergy (w : ℝ) : ℝ := 7 / (w + 3) + 1 / (4 * w)

/-- The residual of the quasiparticle equation `w = -1 + Σ(w)` with bare level `-1`,
for `w` different from `-3` and `0`. -/
def residual (w : ℝ) : ℝ := w + 1 - selfEnergy w

/-- One Newton update for the quasiparticle equation, for `w` different from `-3` and `0`. -/
def newton (w : ℝ) : ℝ := w - residual w / deriv residual w

/-- The slope of the residual away from the poles of the self-energy. -/
theorem hasDerivAt_residual {w : ℝ} (h0 : w ≠ 0) (h3 : w + 3 ≠ 0) :
    HasDerivAt residual (1 + 7 / (w + 3) ^ 2 + 1 / (4 * w ^ 2)) w := by
  have h1 : HasDerivAt (fun x : ℝ => 7 / (x + 3))
      ((0 * (w + 3) - 7 * 1) / (w + 3) ^ 2) w :=
    (hasDerivAt_const w (7 : ℝ)).fun_div ((hasDerivAt_id' w).add_const 3) h3
  have h2 : HasDerivAt (fun x : ℝ => 1 / (4 * x))
      ((0 * (4 * w) - 1 * (4 * 1)) / (4 * w) ^ 2) w :=
    (hasDerivAt_const w (1 : ℝ)).fun_div ((hasDerivAt_id' w).const_mul 4)
      (mul_ne_zero four_ne_zero h0)
  have h := ((hasDerivAt_id' w).add_const 1).fun_sub (h1.fun_add h2)
  refine HasDerivAt.congr_deriv (f := residual) h ?_
  field_simp
  ring

/-- The exact error of a Newton update relative to a solution `r`, with `r` and `w` away from the
poles: the old error squared times a factor that depends on `w` and `r`. -/
theorem newton_error {r w : ℝ} (hr : residual r = 0) (hr0 : r ≠ 0) (hr3 : r + 3 ≠ 0)
    (h0 : w ≠ 0) (h3 : w + 3 ≠ 0) :
    newton w - r = (w - r) ^ 2 * (-(1 / (4 * w ^ 2) / r) - 7 / (w + 3) ^ 2 / (r + 3)) /
      (1 + 7 / (w + 3) ^ 2 + 1 / (4 * w ^ 2)) := by
  have hD : 1 + 7 / (w + 3) ^ 2 + 1 / (4 * w ^ 2) ≠ 0 := by positivity
  -- the secant slope between `w` and the solution
  have hsec : residual w - residual r =
      (w - r) * (1 + 7 / ((w + 3) * (r + 3)) + 1 / (4 * w * r)) := by
    unfold residual selfEnergy
    field_simp
    ring
  have hF : residual w = (w - r) * (1 + 7 / ((w + 3) * (r + 3)) + 1 / (4 * w * r)) := by
    linear_combination hsec + hr
  -- tangent slope minus secant slope
  have hX : (w - r) * (1 + 7 / (w + 3) ^ 2 + 1 / (4 * w ^ 2)) -
      (w - r) * (1 + 7 / ((w + 3) * (r + 3)) + 1 / (4 * w * r)) =
      (w - r) ^ 2 * (-(1 / (4 * w ^ 2) / r) - 7 / (w + 3) ^ 2 / (r + 3)) := by
    field_simp
    ring
  rw [newton, (hasDerivAt_residual h0 h3).deriv, hF, ← hX, sub_div,
    mul_div_cancel_right₀ _ hD]
  ring

/-- From any positive energy, a Newton update lands at or below the solution `1`,
with an error at most the old error squared. -/
theorem newton_near_quasiparticle {w : ℝ} (hw : 0 < w) :
    0 ≤ 1 - newton w ∧ 1 - newton w ≤ (1 - w) ^ 2 := by
  have hr : residual 1 = 0 := by norm_num [residual, selfEnergy]
  have h := newton_error hr (by norm_num) (by norm_num) hw.ne' (by linarith : w + 3 ≠ 0)
  have hA : 0 ≤ 1 / (4 * w ^ 2) := by positivity
  have hB : 0 ≤ 7 / (w + 3) ^ 2 := by positivity
  generalize 1 / (4 * w ^ 2) = A at hA h
  generalize 7 / (w + 3) ^ 2 = B at hB h
  have hq0 : 0 ≤ (A + B / 4) / (1 + B + A) := by positivity
  have hq1 : (A + B / 4) / (1 + B + A) ≤ 1 := by
    rw [div_le_iff₀ (by linarith)]
    linarith
  have he : 1 - newton w = (1 - w) ^ 2 * ((A + B / 4) / (1 + B + A)) := by
    linear_combination -h
  rw [he]
  exact ⟨mul_nonneg (sq_nonneg _) hq0, mul_le_of_le_one_right (sq_nonneg _) hq1⟩

/-- A nonnegative error that starts below `ρ`, and whose next value is nonnegative and at most
its square over `ρ` whenever it lies in `[0, ρ)`, tends to zero. -/
theorem tendsto_zero_of_quadratic {e : ℕ → ℝ} {ρ : ℝ} (h0 : 0 ≤ e 0) (h1 : e 0 < ρ)
    (step : ∀ n, 0 ≤ e n → e n < ρ → 0 ≤ e (n + 1) ∧ e (n + 1) ≤ e n ^ 2 / ρ) :
    Tendsto e atTop (𝓝 0) := by
  have hρ : 0 < ρ := h0.trans_lt h1
  have hq0 : 0 ≤ e 0 / ρ := div_nonneg h0 hρ.le
  have hq1 : e 0 / ρ < 1 := (div_lt_one hρ).mpr h1
  -- a geometric majorant suffices
  have key : ∀ n, 0 ≤ e n ∧ e n ≤ e 0 * (e 0 / ρ) ^ n := by
    intro n
    induction n with
    | zero => simp [h0]
    | succ n ih =>
      obtain ⟨hn, hb⟩ := ih
      have hle : e n ≤ e 0 :=
        hb.trans (mul_le_of_le_one_right h0 (pow_le_one₀ hq0 hq1.le))
      obtain ⟨hp, hs⟩ := step n hn (hle.trans_lt h1)
      refine ⟨hp, hs.trans ?_⟩
      calc e n ^ 2 / ρ = e n * (e n / ρ) := by ring
        _ ≤ (e 0 * (e 0 / ρ) ^ n) * (e 0 / ρ) :=
          mul_le_mul hb (by gcongr) (div_nonneg hn hρ.le)
            (mul_nonneg h0 (pow_nonneg hq0 n))
        _ = e 0 * (e 0 / ρ) ^ (n + 1) := by ring
  have hl := (tendsto_pow_atTop_nhds_zero_of_lt_one hq0 hq1).const_mul (e 0)
  rw [mul_zero] at hl
  exact squeeze_zero (fun n => (key n).1) (fun n => (key n).2) hl

/-- Newton's method started anywhere in `(0, 2)` converges to the solution `1`. -/
theorem newton_from_nearby {w : ℝ} (h0 : 0 < w) (h2 : w < 2) :
    Tendsto (fun n => newton^[n] w) atTop (𝓝 1) := by
  obtain ⟨ha, hb⟩ := newton_near_quasiparticle h0
  have h := tendsto_zero_of_quadratic (e := fun n => 1 - newton^[n + 1] w) (ρ := 1)
    (by change 0 ≤ 1 - newton w; exact ha)
    (by change 1 - newton w < 1; nlinarith)
    (by
      intro n hn hn'
      dsimp only at hn hn' ⊢
      rw [Function.iterate_succ_apply' newton (n + 1), div_one]
      exact newton_near_quasiparticle (by linarith))
  refine (tendsto_add_atTop_iff_nat 1).mp ?_
  simpa using h.const_sub 1

end

end NewtonFromNearby
```

Messages:

```
Main.lean:116:6: error: `dsimp` made no progress
```

Fix (accepted with no message):

```diff
@@ -114,5 +114,4 @@
     (by
       intro n hn hn'
-      dsimp only at hn hn' ⊢
       rw [Function.iterate_succ_apply' newton (n + 1), div_one]
       exact newton_near_quasiparticle (by linarith))
```

Diagnosis. The message means that `dsimp only` found nothing to simplify in `hn`, `hn'` or the goal, and Lean treats that as an error.

The line is there to tidy up after the error sequence is supplied as `e := fun n => 1 - newton^[n + 1] w`. Had the hypotheses and goal contained this function still applied to an argument, such as `(fun n => 1 - newton^[n + 1] w) n`, `dsimp only` would have evaluated the application. But Lean had already done so by the time the tactic ran, so `hn` and `hn'` already spoke of `1 - newton^[n + 1] w` directly, and the goal was in the same evaluated form.

The repair deletes the line. The `rw` that follows can work on the goal as it stands, writing the next iterate as one Newton update of the current one and removing the division by 1. `linarith` can likewise use `hn'` as it stands to show that the current iterate is positive, as `newton_near_quasiparticle` requires.
